# A Green function with one or more mirror pairs of poles, finitely many and equally and positively weighted within each pair, has no zero at nonzero real frequencies in its gap

The theorem `green_ne_zero_in_gap` concerns the function G(z) = Σ w_k [1/(z − e_k) + 1/(z + e_k)], a sum over a finite, nonempty set of pole pairs placed symmetrically about zero frequency. The weights w_k are positive but need not sum to any fixed value, and the poles are given directly, not derived from a Hamiltonian. The claim is that G(x) ≠ 0 for every nonzero real x with |x| < e_k for all k, that is, for x in the gap between the innermost poles. The proof writes G(x) as x times a sum of terms 2w_k/(x² − e_k²), shows that this sum is the complex image of a real number, and notes that each of its terms is negative.

The first attempt, which Lean rejects:

```lean
import Mathlib

open Filter Topology

namespace GreenNeZeroInGap

noncomputable section

variable {ι : Type*}

/-- Local Green function with mirror pairs of poles at `e k` and `-e k`, each of weight `w k`.
Its domain is the set of frequencies away from the poles. -/
def green (s : Finset ι) (w e : ι → ℝ) (z : ℂ) : ℂ :=
  ∑ k ∈ s, (w k : ℂ) * (1 / (z - (e k : ℂ)) + 1 / (z + (e k : ℂ)))

/-- The sum of `2 w / (z ^ 2 - e ^ 2)` over the pairs of poles, for frequencies away from
the poles. -/
def greenRatio (s : Finset ι) (w e : ι → ℝ) (z : ℂ) : ℂ :=
  ∑ k ∈ s, (w k : ℂ) * (2 / (z ^ 2 - (e k : ℂ) ^ 2))

/-- Away from its poles, the particle-hole symmetric Green function is the frequency times
`greenRatio`. -/
theorem green_eq_mul (s : Finset ι) (w e : ι → ℝ) {z : ℂ}
    (h : ∀ k ∈ s, z ^ 2 ≠ (e k : ℂ) ^ 2) :
    green s w e z = z * greenRatio s w e z := by
  unfold green greenRatio
  rw [Finset.mul_sum]
  refine Finset.sum_congr rfl fun k hk => ?_
  have h0 : z ^ 2 - (e k : ℂ) ^ 2 ≠ 0 := sub_ne_zero.mpr (h k hk)
  have h1 : z - (e k : ℂ) ≠ 0 := fun h' => h0 (by linear_combination (z + (e k : ℂ)) * h')
  have h2 : z + (e k : ℂ) ≠ 0 := fun h' => h0 (by linear_combination (z - (e k : ℂ)) * h')
  have hf : z ^ 2 - (e k : ℂ) ^ 2 = (z - (e k : ℂ)) * (z + (e k : ℂ)) := by ring
  -- the two mirror poles combine into one odd term
  have key : 1 / (z - (e k : ℂ)) + 1 / (z + (e k : ℂ))
      = z * (2 / ((z - (e k : ℂ)) * (z + (e k : ℂ)))) := by
    rw [div_add_div _ _ h1 h2, ← mul_div_assoc]
    congr 1
    ring
  rw [hf, key]
  ring

/-- For positive weights, the Green function of a nonempty set of pole pairs has no zero at
nonzero real frequencies inside the gap. -/
theorem green_ne_zero_in_gap {s : Finset ι} {w e : ι → ℝ} (hs : s.Nonempty)
    (hw : ∀ k ∈ s, 0 < w k) {x : ℝ} (hx0 : x ≠ 0) (hx : ∀ k ∈ s, |x| < e k) :
    green s w e (x : ℂ) ≠ 0 := by
  have hneg : ∀ k ∈ s, x ^ 2 - e k ^ 2 < 0 := fun k hk =>
    sub_neg.mpr (sq_lt_sq.mpr (lt_of_lt_of_le (hx k hk) (le_abs_self _)))
  have hR : greenRatio s w e (x : ℂ)
      = ((∑ k ∈ s, w k * (2 / (x ^ 2 - e k ^ 2)) : ℝ) : ℂ) := by
    unfold greenRatio
    push_cast
  have hp : ∀ k ∈ s, (x : ℂ) ^ 2 ≠ (e k : ℂ) ^ 2 := fun k hk => by
    exact_mod_cast sub_ne_zero.mp (hneg k hk).ne
  rw [green_eq_mul s w e hp, hR]
  -- every term of the ratio is negative inside the gap
  exact mul_ne_zero (Complex.ofReal_ne_zero.mpr hx0) (Complex.ofReal_ne_zero.mpr
    (Finset.sum_neg (fun k hk => mul_neg_of_pos_of_neg (hw k hk)
      (div_neg_of_pos_of_neg two_pos (hneg k hk))) hs).ne)

end

end GreenNeZeroInGap
```

Messages:

```
Main.lean:50:62: error: unsolved goals
ι : Type u_1
s : Finset ι
w e : ι → ℝ
hs : s.Nonempty
hw : ∀ k ∈ s, 0 < w k
x : ℝ
hx0 : x ≠ 0
hx : ∀ k ∈ s, |x| < e k
hneg : ∀ k ∈ s, x ^ 2 - e k ^ 2 < 0
⊢ ∑ k ∈ s, ↑(w k) * (2 / (↑x ^ 2 - ↑(e k) ^ 2)) = ∑ x_1 ∈ s, ↑(w x_1) * (2 / (↑x ^ 2 - ↑(e x_1) ^ 2))
```

Cause. The one error is in the proof of `hR`, which says that the complex sum `greenRatio s w e (x : ℂ)` equals the corresponding real sum cast to ℂ. After `unfold greenRatio`, the call to `push_cast` moves the cast on the right-hand side inward, through the sum and the arithmetic, down to `w`, `x` and `e`. This does what was wanted: in the goal Lean reports, the two sides are the same sum, printed with different names for the bound variable, `k` on the left and `x_1` on the right.

Those names are not the obstacle, since Lean ignores the names of bound variables when it compares terms. The goal stays open because `push_cast` only rewrites with lemmas about casts. It does not go on to close an equation by reflexivity, even when the rewriting has made the two sides agree. The proof of `hR` ended at that point, with the equation still to be proved.

The added `rfl` supplies the missing step and closes the goal, since the two sides are equal by definition. The rest of the proof is unchanged.

Fix (accepted with no message):

```diff
@@ -51,4 +51,5 @@
     unfold greenRatio
     push_cast
+    rfl
   have hp : ∀ k ∈ s, (x : ℂ) ^ 2 ≠ (e k : ℂ) ^ 2 := fun k hk => by
     exact_mod_cast sub_ne_zero.mp (hneg k hk).ne
```
